# An unbiased two-state solvent spin gives three equally coupled solutes a nonnegative three-body free energy

Solutes carry labels \(i\) from an arbitrary type `ι`, and the set \(S\) of solutes present is a `Finset ι`. They share one classical solvent degree of freedom, a spin \(\sigma=\pm1\). The spin is unbiased: its two states have equal energy when no solute is present. All energies are in units of the thermal energy \(k_BT\).

```lean
import Mathlib

namespace SolventThreeBody

noncomputable section

variable {ι : Type*}
```

The two spin states are represented by `Bool`, with `true` for \(\sigma=+1\) and `false` for \(\sigma=-1\).

```lean
/-- The two values `+1` and `-1` of the solvent spin. -/
def spin (s : Bool) : ℝ := if s then 1 else -1
```

Solute \(i\) has a real coupling \(g_i\), half the energy difference that it creates between the two solvent states. A positive \(g_i\) favours \(\sigma=+1\). The microscopic energy is a sum of solute–solvent pair terms,

\[
E_\sigma(S)=-\sum_{i\in S} g_i\,\sigma .
\]

The solutes are held in place, so the couplings are fixed numbers, and they have no direct interaction with one another.

```lean
/-- Microscopic energy, in thermal units, of the solutes in `S` with the solvent spin in state `s`:
a sum of solute-solvent pair terms with couplings `g`. -/
def energy (g : ι → ℝ) (S : Finset ι) (s : Bool) : ℝ := ∑ i ∈ S, -(g i) * spin s
```

Summing the Boltzmann factor over the spin defines the free energy

\[
F(S)=-\log\sum_{\sigma=\pm1}e^{-E_\sigma(S)} .
\]

```lean
/-- Free energy, in thermal units, of the solute set `S` after summing over the solvent spin. -/
def freeEnergy (g : ι → ℝ) (S : Finset ι) : ℝ :=
  -Real.log (∑ s : Bool, Real.exp (-energy g S s))
```

For any function \(\Phi\) of the solute set, the three-body increment is what remains of \(\Phi(\{i,j,k\})\) after the contributions of the empty set, single solutes and pairs are removed:

\[
\Delta_{ijk}\Phi=\Phi(\{i,j,k\})-\Phi(\{i,j\})-\Phi(\{i,k\})-\Phi(\{j,k\})+\Phi(\{i\})+\Phi(\{j\})+\Phi(\{k\})-\Phi(\varnothing).
\]

```lean
/-- Inclusion-exclusion increment of a set function `Φ` for the three solutes `i`, `j`, `k`. -/
def threeBody [DecidableEq ι] (Φ : Finset ι → ℝ) (i j k : ι) : ℝ :=
  Φ {i, j, k} - Φ {i, j} - Φ {i, k} - Φ {j, k} + Φ {i} + Φ {j} + Φ {k} - Φ ∅
```

## Summing over the spin

Write \(G=\sum_{i\in S}g_i\). The two states have energies \(-G\) and \(+G\), so

\[
F(S)=-\log\left(e^{G}+e^{-G}\right)=-\log(2\cosh G).
\]

In the proof, `e1` and `e2` evaluate the two exponents and `e3` rewrites the hyperbolic cosine.

```lean
/-- Integrating out the solvent spin gives minus the logarithm of twice the hyperbolic cosine
of the total coupling. -/
theorem freeEnergy_eq (g : ι → ℝ) (S : Finset ι) :
    freeEnergy g S = -Real.log (2 * Real.cosh (∑ i ∈ S, g i)) := by
  have e1 : -energy g S true = ∑ i ∈ S, g i := by simp [energy, spin]
  have e2 : -energy g S false = -∑ i ∈ S, g i := by simp [energy, spin]
  have e3 : 2 * Real.cosh (∑ i ∈ S, g i)
      = Real.exp (∑ i ∈ S, g i) + Real.exp (-∑ i ∈ S, g i) := by
    rw [Real.cosh_eq]; ring
  rw [freeEnergy, Fintype.sum_bool, e1, e2, e3]
```

If every coupling equals \(h\), then \(G=h\,|S|\) and \(F(S)=-\log(2\cosh(h|S|))\). The constant function `fun _ => h` expresses equal couplings, and `S.card` is \(|S|\).

```lean
/-- For equal couplings `h` the free energy depends only on the number of solutes present. -/
theorem freeEnergy_uniform (h : ℝ) (S : Finset ι) :
    freeEnergy (fun _ => h) S = -Real.log (2 * Real.cosh (h * (S.card : ℝ))) := by
  rw [freeEnergy_eq, Finset.sum_const, nsmul_eq_mul, mul_comm h (S.card : ℝ)]
```

## No three-body term at fixed spin

In \(\Delta_{ijk}E_\sigma\), the term \(-g_i\sigma\) occurs once in the triple, in two pairs and in one single-solute energy. Its coefficient is \(1-2+1=0\), and the same holds for \(j\) and \(k\). The proof expands the sums over the small sets, and `ring` performs the cancellation.

```lean
/-- At fixed solvent spin the three-body increment of the microscopic energy is zero for three
distinct solutes. -/
theorem energy_threeBody [DecidableEq ι] (g : ι → ℝ) (s : Bool) {i j k : ι}
    (hij : i ≠ j) (hik : i ≠ k) (hjk : j ≠ k) :
    threeBody (fun S => energy g S s) i j k = 0 := by
  have hmem : i ∉ ({j, k} : Finset ι) := by simp [hij, hik]
  simp only [threeBody, energy]
  rw [Finset.sum_insert hmem, Finset.sum_pair hjk, Finset.sum_pair hij, Finset.sum_pair hik]
  simp only [Finset.sum_singleton, Finset.sum_empty]
  ring
```

The theorems assume distinct solutes. A finite set merges repeated labels, so with a repetition the increment no longer compares a triple with its pairs. If all three labels coincide, \(i=j=k\), the increment of any \(\Phi\) collapses to \(\Phi(\{i\})-\Phi(\varnothing)\). For the energy this is \(-g_i\sigma\), and for the free energy with coupling \(h\) it is \(-\log\cosh h\), which is negative when \(h\neq0\). Both the vanishing above and the nonnegativity below would then fail.

## A closed formula for the increment

Let \(a,b,c\) be three couplings, with \(x=\tanh a\), \(y=\tanh b\), \(z=\tanh c\) and \(C=\cosh a\cosh b\cosh c\). The addition theorems give

\[
\cosh(a+b)\cosh(a+c)\cosh(b+c)=C^2(1+xy)(1+xz)(1+yz),
\]
\[
\cosh(a+b+c)=C(1+xy+xz+yz),\qquad \sinh(a+b+c)=C(x+y+z+xyz).
\]

Multiplying out,

\[
(1+xy)(1+xz)(1+yz)=(1+xy+xz+yz)+xyz\,(x+y+z+xyz).
\]

Multiplying by \(C^2\) and then dividing by \(C\cosh(a+b+c)\), which is positive, yields

\[
\frac{\cosh(a+b)\cosh(a+c)\cosh(b+c)}{\cosh(a+b+c)\cosh a\cosh b\cosh c}
=1+\tanh a\tanh b\tanh c\tanh(a+b+c).
\]

The Lean proof first establishes the undivided identity `key` in hyperbolic sines and cosines, then replaces each sine by tangent times cosine and clears the denominator.

```lean
/-- The ratio of pair to triple and single hyperbolic cosines, written with
hyperbolic tangents. -/
theorem one_add_tanh (a b c : ℝ) :
    1 + Real.tanh a * Real.tanh b * Real.tanh c * Real.tanh (a + b + c)
      = (Real.cosh (a + b) * Real.cosh (a + c) * Real.cosh (b + c))
        / (Real.cosh (a + b + c) * Real.cosh a * Real.cosh b * Real.cosh c) := by
  have hc : ∀ x : ℝ, Real.cosh x ≠ 0 := fun x => (Real.cosh_pos x).ne'
  have ht : ∀ x : ℝ, Real.sinh x = Real.tanh x * Real.cosh x := fun x => by
    rw [Real.tanh_eq_sinh_div_cosh, div_mul_cancel₀ _ (hc x)]
  -- the addition theorems give a purely polynomial identity
  have key : Real.cosh (a + b) * Real.cosh (a + c) * Real.cosh (b + c)
      - Real.cosh (a + b + c) * Real.cosh a * Real.cosh b * Real.cosh c
      = Real.sinh a * Real.sinh b * Real.sinh c * Real.sinh (a + b + c) := by
    simp only [Real.cosh_add, Real.sinh_add]
    ring
  rw [ht a, ht b, ht c, ht (a + b + c)] at key
  rw [eq_div_iff (mul_ne_zero (mul_ne_zero (mul_ne_zero (hc _) (hc _)) (hc _)) (hc _))]
  linear_combination -key
```

Now insert \(F=-\log(2\cosh G)\) into the increment, with \(a=g_i\), \(b=g_j\), \(c=g_k\). The \(\log2\) terms have total coefficient \(-1+3-3+1=0\), and \(\log\cosh0=0\). The remaining logarithms combine into that of the ratio above:

\[
\Delta_{ijk}F=\log\bigl(1+\tanh g_i\tanh g_j\tanh g_k\tanh(g_i+g_j+g_k)\bigr).
\]

The formal proof works from the other end, splitting the logarithm of the ratio with `Real.log_div` and `Real.log_mul`; every factor is nonzero because hyperbolic cosines are positive.

```lean
/-- Closed formula for the solvent-induced three-body free energy of three distinct solutes
with arbitrary couplings. -/
theorem threeBody_eq [DecidableEq ι] (g : ι → ℝ) {i j k : ι}
    (hij : i ≠ j) (hik : i ≠ k) (hjk : j ≠ k) :
    threeBody (freeEnergy g) i j k
      = Real.log (1 + Real.tanh (g i) * Real.tanh (g j) * Real.tanh (g k)
          * Real.tanh (g i + g j + g k)) := by
  have hc : ∀ x : ℝ, Real.cosh x ≠ 0 := fun x => (Real.cosh_pos x).ne'
  have hl : ∀ x : ℝ, Real.log (2 * Real.cosh x) = Real.log 2 + Real.log (Real.cosh x) :=
    fun x => Real.log_mul two_ne_zero (hc x)
  have hmem : i ∉ ({j, k} : Finset ι) := by simp [hij, hik]
  simp only [threeBody, freeEnergy_eq]
  rw [Finset.sum_insert hmem, Finset.sum_pair hjk, Finset.sum_pair hij, Finset.sum_pair hik,
    ← add_assoc (g i) (g j) (g k)]
  simp only [Finset.sum_singleton, Finset.sum_empty, hl, Real.cosh_zero]
  -- split the logarithm of the ratio into its factors
  rw [one_add_tanh,
    Real.log_div (mul_ne_zero (mul_ne_zero (hc _) (hc _)) (hc _))
      (mul_ne_zero (mul_ne_zero (mul_ne_zero (hc _) (hc _)) (hc _)) (hc _)),
    Real.log_mul (mul_ne_zero (hc (g i + g j)) (hc (g i + g k))) (hc (g j + g k)),
    Real.log_mul (hc (g i + g j)) (hc (g i + g k)),
    Real.log_mul (mul_ne_zero (mul_ne_zero (hc (g i + g j + g k)) (hc (g i))) (hc (g j)))
      (hc (g k)),
    Real.log_mul (mul_ne_zero (hc (g i + g j + g k)) (hc (g i))) (hc (g j)),
    Real.log_mul (hc (g i + g j + g k)) (hc (g i))]
  ring
```

## Reading off the sign

For \(x\neq0\), \(\sinh x\) has the sign of \(x\), so

\[
\tanh x=r\,x,\qquad r=\frac{\sinh x}{x\cosh x}>0 .
\]

At \(x=0\) both sides vanish and \(r=1\) will do.

```lean
/-- The hyperbolic tangent of `x` is a positive multiple of `x`. -/
theorem tanh_eq_pos_mul (x : ℝ) : ∃ r : ℝ, 0 < r ∧ Real.tanh x = r * x := by
  rcases eq_or_ne x 0 with rfl | hx
  · exact ⟨1, one_pos, by simp⟩
  · have hr : 0 < Real.sinh x / x := by
      rcases lt_or_gt_of_ne hx with h | h
      · exact div_pos_of_neg_of_neg (Real.sinh_neg_iff.2 h) h
      · exact div_pos (Real.sinh_pos_iff.2 h) h
    refine ⟨Real.sinh x / x / Real.cosh x, div_pos hr (Real.cosh_pos x), ?_⟩
    rw [Real.tanh_eq_sinh_div_cosh, div_mul_eq_mul_div, div_mul_cancel₀ _ hx]
```

Apply this to all four tangents. With \(P=g_ig_jg_k(g_i+g_j+g_k)\) and a positive factor \(R\),

\[
\Delta_{ijk}F=\log(1+RP).
\]

The argument is positive, being a ratio of hyperbolic cosines. The logarithm is therefore nonnegative exactly when \(P\ge0\), and zero exactly when \(P=0\). In the code `hpos` is the positivity, `hR` states \(R>0\), and `hT` collects the four factors.

```lean
/-- For three distinct solutes, the sign and the zeros of the three-body free energy are those of
the product of the three couplings and their sum. -/
theorem threeBody_sign [DecidableEq ι] (g : ι → ℝ) {i j k : ι}
    (hij : i ≠ j) (hik : i ≠ k) (hjk : j ≠ k) :
    (0 ≤ threeBody (freeEnergy g) i j k ↔ 0 ≤ g i * g j * g k * (g i + g j + g k)) ∧
    (threeBody (freeEnergy g) i j k = 0 ↔ g i * g j * g k * (g i + g j + g k) = 0) := by
  have hpos : 0 < 1 + Real.tanh (g i) * Real.tanh (g j) * Real.tanh (g k)
      * Real.tanh (g i + g j + g k) := by
    have hc := Real.cosh_pos
    rw [one_add_tanh]
    exact div_pos (mul_pos (mul_pos (hc _) (hc _)) (hc _))
      (mul_pos (mul_pos (mul_pos (hc _) (hc _)) (hc _)) (hc _))
  obtain ⟨p, hp, ep⟩ := tanh_eq_pos_mul (g i)
  obtain ⟨q, hq, eq⟩ := tanh_eq_pos_mul (g j)
  obtain ⟨r, hr, er⟩ := tanh_eq_pos_mul (g k)
  obtain ⟨t, ht, et⟩ := tanh_eq_pos_mul (g i + g j + g k)
  have hR : 0 < p * q * r * t := mul_pos (mul_pos (mul_pos hp hq) hr) ht
  -- the correction to one is a positive multiple of the coupling product
  have hT : Real.tanh (g i) * Real.tanh (g j) * Real.tanh (g k) * Real.tanh (g i + g j + g k)
      = (p * q * r * t) * (g i * g j * g k * (g i + g j + g k)) := by
    rw [ep, eq, er, et]; ring
  rw [threeBody_eq g hij hik hjk]
  rw [hT] at hpos ⊢
  constructor
  · rw [Real.log_nonneg_iff hpos, le_add_iff_nonneg_right, mul_nonneg_iff_of_pos_left hR]
  · constructor
    · intro h
      have h1 := Real.eq_one_of_pos_of_log_eq_zero hpos h
      have h2 : (p * q * r * t) * (g i * g j * g k * (g i + g j + g k)) = 0 := by linarith
      exact (mul_eq_zero.1 h2).resolve_left hR.ne'
    · intro h
      rw [h, mul_zero, add_zero, Real.log_one]
```

For equal couplings \(P=3h^4\), which is nonnegative and vanishes only at \(h=0\).

```lean
/-- For three distinct solutes with equal coupling `h`, the solvent-induced three-body free energy
is nonnegative and vanishes only for `h = 0`. -/
theorem threeBody_uniform [DecidableEq ι] (h : ℝ) {i j k : ι}
    (hij : i ≠ j) (hik : i ≠ k) (hjk : j ≠ k) :
    0 ≤ threeBody (freeEnergy (fun _ => h)) i j k ∧
    (threeBody (freeEnergy (fun _ => h)) i j k = 0 ↔ h = 0) := by
  obtain ⟨h1, h2⟩ := threeBody_sign (fun _ => h) hij hik hjk
  have e : h * h * h * (h + h + h) = 3 * h ^ 4 := by ring
  refine ⟨h1.2 ?_, h2.trans ?_⟩
  · show 0 ≤ h * h * h * (h + h + h)
    rw [e]; positivity
  · show h * h * h * (h + h + h) = 0 ↔ h = 0
    rw [e]; simp
```

Since \(\Delta_{ijk}F\) is the part that a pair truncation omits, such a truncation underestimates the free energy of three equally coupled solutes whenever \(h\neq0\). In this model of a single classical solvent spin, a pairwise-additive force field thus leads to an effective solute interaction that is not pairwise additive.

Equality of the couplings matters for the sign. With couplings \(h,h,-h\) and \(h\neq0\), \(P=-h^4<0\), and the closed formula gives \(\Delta F=\log(1-\tanh^4h)<0\). The theorem states the strict inequality for the three labels of `Fin 3`; its proof assumes nonnegativity and contradicts \(h^4>0\).

```lean
/-- If three solutes have couplings `h`, `h` and `-h`, in this order, with `h` nonzero, the
three-body free energy is negative. -/
theorem threeBody_opposite_neg {h : ℝ} (hh : h ≠ 0) :
    threeBody (freeEnergy (![h, h, -h] : Fin 3 → ℝ)) 0 1 2 < 0 := by
  have hs := (threeBody_sign (![h, h, -h] : Fin 3 → ℝ)
    (i := 0) (j := 1) (k := 2) (by decide) (by decide) (by decide)).1
  refine lt_of_not_ge fun hn => ?_
  have h1 : 0 ≤ h * h * (-h) * (h + h + -h) := hs.1 hn
  have h2 : 0 < h ^ 4 := by positivity
  have h3 : h * h * (-h) * (h + h + -h) = -h ^ 4 := by ring
  linarith

end

end SolventThreeBody
```

```lean
#print axioms SolventThreeBody.freeEnergy_uniform
-- 'SolventThreeBody.freeEnergy_uniform' depends on axioms: [propext, Classical.choice, Quot.sound]
#print axioms SolventThreeBody.energy_threeBody
-- 'SolventThreeBody.energy_threeBody' depends on axioms: [propext, Classical.choice, Quot.sound]
#print axioms SolventThreeBody.threeBody_uniform
-- 'SolventThreeBody.threeBody_uniform' depends on axioms: [propext, Classical.choice, Quot.sound]
#print axioms SolventThreeBody.threeBody_opposite_neg
-- 'SolventThreeBody.threeBody_opposite_neg' depends on axioms: [propext, Classical.choice, Quot.sound]
```

## An occupation number in place of the spin

The solvent could also be modelled as a site that is empty or filled, \(n\in\{0,1\}\), with energy \(-Gn\), so that the two states again have equal energy when no solute is present. Its free energy is

\[
-\log(1+e^{G})=-\tfrac12G-\log\bigl(2\cosh(G/2)\bigr).
\]

The first term is additive over solutes and drops out of the increment for distinct solutes. The closed formula then holds with every coupling halved, and the sign rule is unchanged.
